# Above the band, a uniform chain has exactly one bounded Green function, and it decays exponentially

Suppose a code computes the Green function of a uniform chain by marching outward from the source, obtaining each new value from the previous two. At an energy well above the band edge this typically goes wrong within a few dozen sites; closer to the edge it takes longer. The recurrence has a growing solution as well as a decaying one, and a rounding error in the starting values feeds the growing one. The computed function first shrinks, as it should, and then blows up, although every step satisfies the equation to machine precision. The equation alone does not select the physical answer; boundedness supplies the missing condition.

## The closed form and the bounds around it

Label the sites of an infinite chain by integers \(n\) and let the Hamiltonian \(H\) have unit hopping and zero on-site energy, so that \((Hu)(n)=u(n+1)+u(n-1)\) for an amplitude \(u\). Its band is the interval \([-2,2]\). Take \(0<q<1\) and the energy \(E=q+1/q\), which lies above the band. The equation for a unit source at site 0 is

\[
E\,G(n)-G(n+1)-G(n-1)=\delta_{n,0},
\]

where \(\delta_{n,0}\) is 1 at \(n=0\) and 0 elsewhere. Among bounded real functions it has exactly one solution:

\[
G(n)=\frac{q^{|n|}}{1/q-q}.
\]

Two estimates accompany this identity.

- **Residual bound.** If \(|E|>2\), \(u\) is bounded, and \(|((E-H)u)(n)|\le s\) at every site, then \(|u(n)|\le s/(|E|-2)\) at every site.
- **Distance bound.** If \(E\neq0\), \(|u|\le B\) everywhere, and \((E-H)u\) vanishes at all sites closer than \(R\) to \(n\), then \(|u(n)|\le(2/|E|)^R B\).

## Cutoffs, residuals and marching in a code

Some linear-scaling methods build the density matrix from resolvents and use the decay of those resolvents to discard distant matrix elements; the result here shows that decay exactly for one non-interacting chain at a real energy, whereas the poles in such expansions are generally complex.

For a given \(E>2\), a code can obtain the decay factor from

\[
q=\frac{2}{E+\sqrt{E^2-4}},\qquad \frac1q-q=\sqrt{E^2-4}.
\]

This form of \(q\) avoids the subtraction of nearly equal numbers that \((E-\sqrt{E^2-4})/2\) suffers at large \(E\). An element at distance \(R\) falls below a threshold \(\tau\) once \(q^R\le\tau\sqrt{E^2-4}\). For \(q=1/2\), where \(E=5/2\), and \(\tau=10^{-6}\), that happens at \(R=20\). The distance bound, which knows only \(|G|\le 2/3\) and the position of the source, asks for \(R=61\). It is safe but pessimistic, because \(2/E=2q/(1+q^2)\) is larger than \(q\).

The residual bound turns a solver's stopping criterion into an error estimate. Let \(x\) be the bounded solution of \((E-H)x=b\) and \(\tilde x\) a bounded approximation with residual \(r=b-(E-H)\tilde x\). The error \(x-\tilde x\) satisfies the same equation with source \(r\), so for \(|E|>2\) each of its entries is at most \(\sup|r|/(|E|-2)\) in magnitude, where \(\sup|r|\) is the least upper bound of \(|r(n)|\) over all sites. As the energy approaches the band edge, a fixed residual tolerance therefore guarantees less and less about the error.

The marching failure can be quantified too. An error \(\varepsilon\) in \(G(1)\), with \(G(0)\) and all later arithmetic exact, becomes

\[
\varepsilon\,\frac{q^{-n}-q^n}{q^{-1}-q}
\]

at site \(n\). For \(q=1/2\) the error roughly doubles per site while \(G\) halves. With \(\varepsilon\approx10^{-16}\), the two are of similar size near \(n=27\).

## From the recurrence to uniqueness

**The energy lies above the band.** Since \(0<q<1\),

\[
q+\frac1q-2=(1-q)\left(\frac1q-1\right)>0.
\]

**The closed form solves the equation.** Write \(D=1/q-q\), which is positive. For \(n\ge1\),

\[
D\,[E\,G(n)-G(n+1)-G(n-1)]
=\left(q+\frac1q\right)q^n-q^{n+1}-q^{n-1}=0.
\]

For \(n\le-1\) the same calculation applies with \(|n|\) in place of \(n\) and the two neighbours exchanged. At the source both neighbours carry \(q/D\), so the left-hand side of the equation is

\[
\frac{q+1/q-2q}{D}=\frac{1/q-q}{D}=1.
\]

Because \(q^{|n|}\le1\), the function is bounded by \(1/D\).

**A bounded response is controlled by its source.** Let \(|E|>2\), let \(u\) be bounded, and let \(f=(E-H)u\) satisfy \(|f|\le s\). Write \(S\) for the least upper bound of \(|u(n)|\) over all sites, which is finite because \(u\) is bounded. From \(E\,u(n)=f(n)+u(n+1)+u(n-1)\) it follows that

\[
|E|\,|u(n)|\le s+2S
\]

for every \(n\). The right-hand side does not depend on \(n\), so the least upper bound obeys the same inequality, \(|E|S\le s+2S\). Hence \(S\le s/(|E|-2)\).

**Two bounded solutions coincide.** If \(G_1\) and \(G_2\) are bounded and have the same unit source, their difference is bounded and has zero source. The previous estimate with \(s=0\) makes the difference zero at every site.

**Distance from the source gives decay.** For \(R=0\) the distance bound is just \(|u(n)|\le B\). Suppose it holds for \(R\), and let the source vanish at all sites closer than \(R+1\) to \(n\). Then it vanishes at \(n\), and also at all sites closer than \(R\) to either neighbour. Therefore

\[
|E|\,|u(n)|\le|u(n+1)|+|u(n-1)|\le2\left(\frac{2}{|E|}\right)^R B,
\]

and division by \(|E|\) gives the bound for \(R+1\).

**Without boundedness, uniqueness fails.** The function \(q^n\), without the absolute value, satisfies the source-free equation at every site, because \((q+1/q)q^n=q^{n+1}+q^{n-1}\). Any multiple of it can be added to \(G\). For \(q=1/2\), the function \(\tfrac23 2^{-|n|}+2^{-n}\) takes the values \(7/3\), \(5/3\), \(5/6\) at \(n=-1,0,1\), and indeed \(\tfrac52\cdot\tfrac53-\tfrac56-\tfrac73=1\). It grows without limit to the left.

**Inside the band, boundedness no longer selects one solution.** For \(|E|\le2\) choose a wave number \(k\) with \(2\cos k=E\). Then

\[
\cos(k(n+1))+\cos(k(n-1))=2\cos k\cos(kn)=E\cos(kn),
\]

so \(\cos(kn)\) is a nonzero bounded solution without a source. At \(E=2\) it is the constant function 1. Outside the band no such solution exists, by the residual bound with \(s=0\).

## The Lean file

```lean
import Mathlib

namespace NearsightedChain

noncomputable section

/-- The operator `E - H` of the infinite chain with unit hopping, acting on a real
amplitude `u`. -/
def chainOp (E : ℝ) (u : ℤ → ℝ) (n : ℤ) : ℝ :=
  E * u n - u (n + 1) - u (n - 1)

/-- The function `q^|n| / (1/q - q)` on the sites of the chain. -/
def chainGreen (q : ℝ) (n : ℤ) : ℝ :=
  q ^ n.natAbs / (1 / q - q)

/-- For `0 < q < 1` the energy `q + 1/q` is greater than `2`. -/
theorem two_lt_energy {q : ℝ} (hq : 0 < q) (hq1 : q < 1) : 2 < q + 1 / q := by
  have h : 1 / q * q = 1 := one_div_mul_cancel hq.ne'
  have h1 : 1 < 1 / q := one_lt_one_div hq hq1
  nlinarith [mul_pos (sub_pos.2 hq1) (sub_pos.2 h1)]

/-- For `|E| > 2`, a bounded amplitude driven by a source of strength at most `s` on every
site is itself at most `s / (|E| - 2)` on every site. -/
theorem response_bound {E s B : ℝ} (hE : 2 < |E|) {u : ℤ → ℝ} (hB : ∀ n, |u n| ≤ B)
    (hs : ∀ n, |chainOp E u n| ≤ s) (n : ℤ) : |u n| ≤ s / (|E| - 2) := by
  have hbdd : BddAbove (Set.range fun n => |u n|) :=
    ⟨B, by rintro _ ⟨m, rfl⟩; exact hB m⟩
  -- S is the least upper bound of the magnitudes |u m|
  obtain ⟨S, hle, hlub⟩ : ∃ S : ℝ, (∀ m, |u m| ≤ S) ∧ ∀ C, (∀ m, |u m| ≤ C) → S ≤ C :=
    ⟨⨆ m, |u m|, fun m => le_ciSup hbdd m, fun C h => ciSup_le h⟩
  have hpos : 0 < |E| := by linarith
  -- the equation bounds each amplitude by the source and the two neighbours
  have hstep : ∀ m, |u m| ≤ (s + 2 * S) / |E| := by
    intro m
    rw [le_div_iff₀ hpos, ← abs_mul, abs_le]
    have h1 := abs_le.1 (hs m)
    have h2 := abs_le.1 (hle (m + 1))
    have h3 := abs_le.1 (hle (m - 1))
    unfold chainOp at h1
    constructor <;> linarith [h1.1, h1.2, h2.1, h2.2, h3.1, h3.2]
  have hS := hlub _ hstep
  rw [le_div_iff₀ hpos] at hS
  refine (hle n).trans ?_
  rw [le_div_iff₀ (by linarith)]
  linarith

/-- For `0 < q < 1` the function `q^|n| / (1/q - q)` solves the chain equation at energy `q + 1/q`
with a unit source at site `0`. -/
theorem chainGreen_solves {q : ℝ} (hq : 0 < q) (hq1 : q < 1) (n : ℤ) :
    chainOp (q + 1 / q) (chainGreen q) n = if n = 0 then 1 else 0 := by
  have h0 : 1 / q * q = 1 := one_div_mul_cancel hq.ne'
  have hD : 1 / q - q ≠ 0 := by
    have := one_lt_one_div hq hq1
    exact ne_of_gt (by linarith)
  obtain ⟨p, hp⟩ : ∃ p, p = 1 / q := ⟨_, rfl⟩
  simp only [chainOp, chainGreen]
  rw [← hp] at h0 hD ⊢
  rcases lt_trichotomy n 0 with h | h | h
  · -- left of the source
    obtain ⟨k, rfl⟩ : ∃ k : ℕ, n = -((k : ℤ) + 1) := ⟨(-n - 1).toNat, by omega⟩
    rw [if_neg (by omega), show (-((k : ℤ) + 1) + 1).natAbs = k by omega,
      show (-((k : ℤ) + 1) - 1).natAbs = k + 2 by omega,
      show (-((k : ℤ) + 1)).natAbs = k + 1 by omega]
    linear_combination (q ^ k / (p - q)) * h0
  · -- at the source
    subst h
    have h1 : (p - q) * (p - q)⁻¹ = 1 := mul_inv_cancel₀ hD
    rw [if_pos rfl, show ((0 : ℤ) + 1).natAbs = 1 from rfl,
      show ((0 : ℤ) - 1).natAbs = 1 from rfl, show (0 : ℤ).natAbs = 0 from rfl]
    linear_combination h1
  · -- right of the source
    obtain ⟨k, rfl⟩ : ∃ k : ℕ, n = (k : ℤ) + 1 := ⟨(n - 1).toNat, by omega⟩
    rw [if_neg (by omega), show ((k : ℤ) + 1 + 1).natAbs = k + 2 by omega,
      show ((k : ℤ) + 1 - 1).natAbs = k by omega,
      show ((k : ℤ) + 1).natAbs = k + 1 by omega]
    linear_combination (q ^ k / (p - q)) * h0

/-- For `0 < q < 1` the function `q^|n| / (1/q - q)` is at most `1 / (1/q - q)` in
magnitude. -/
theorem chainGreen_bounded {q : ℝ} (hq : 0 < q) (hq1 : q < 1) (n : ℤ) :
    |chainGreen q n| ≤ 1 / (1 / q - q) := by
  have hD : 0 < 1 / q - q := by
    have := one_lt_one_div hq hq1
    linarith
  have hpow : q ^ n.natAbs ≤ 1 := pow_le_one₀ hq.le hq1.le
  unfold chainGreen
  rw [abs_of_nonneg (div_nonneg (pow_nonneg hq.le _) hD.le)]
  exact div_le_div_of_nonneg_right hpow hD.le

/-- At energy `q + 1/q` with `0 < q < 1`, a real function on the chain is bounded and solves
the equation with a unit source at site `0` exactly when it is `q^|n| / (1/q - q)`. -/
theorem bounded_green_iff {q : ℝ} (hq : 0 < q) (hq1 : q < 1) (G : ℤ → ℝ) :
    ((∃ B, ∀ n, |G n| ≤ B) ∧
      ∀ n, chainOp (q + 1 / q) G n = if n = 0 then 1 else 0) ↔ G = chainGreen q := by
  constructor
  · rintro ⟨⟨B, hB⟩, hG⟩
    have hE : 2 < |q + 1 / q| := (two_lt_energy hq hq1).trans_le (le_abs_self _)
    -- the difference of the two solutions is bounded and has no source
    have hb : ∀ n, |G n - chainGreen q n| ≤ B + 1 / (1 / q - q) := fun n =>
      (abs_sub _ _).trans (add_le_add (hB n) (chainGreen_bounded hq hq1 n))
    have hs : ∀ n, |chainOp (q + 1 / q) (fun m => G m - chainGreen q m) n| ≤ 0 := by
      intro n
      have h1 := (hG n).trans (chainGreen_solves hq hq1 n).symm
      have h2 : chainOp (q + 1 / q) (fun m => G m - chainGreen q m) n = 0 := by
        simp only [chainOp] at h1 ⊢
        linear_combination h1
      rw [h2, abs_zero]
    funext n
    have h := response_bound hE hb hs n
    rw [zero_div] at h
    exact sub_eq_zero.1 (abs_nonpos_iff.1 h)
  · rintro rfl
    exact ⟨⟨_, chainGreen_bounded hq hq1⟩, chainGreen_solves hq hq1⟩

/-- For `0 < q < 1`, adding any real multiple of `q^n` to `q^|n| / (1/q - q)` gives a function that
solves the chain equation at energy `q + 1/q` with a unit source at site `0`. -/
theorem unbounded_solutions {q : ℝ} (hq : 0 < q) (hq1 : q < 1) (c : ℝ) (n : ℤ) :
    chainOp (q + 1 / q) (fun m => chainGreen q m + c * q ^ m) n
      = if n = 0 then 1 else 0 := by
  have h := chainGreen_solves hq hq1 n
  simp only [chainOp] at h ⊢
  rw [zpow_add_one₀ hq.ne', zpow_sub_one₀ hq.ne']
  generalize q ^ n = w
  linear_combination h

/-- The source-free chain equation has a nonzero bounded real solution exactly when the
energy satisfies `|E| ≤ 2`. -/
theorem bounded_mode_iff_in_band (E : ℝ) :
    (∃ u : ℤ → ℝ, (∃ B, ∀ n, |u n| ≤ B) ∧ (∃ n, u n ≠ 0) ∧ ∀ n, chainOp E u n = 0)
      ↔ |E| ≤ 2 := by
  constructor
  · rintro ⟨u, ⟨B, hB⟩, ⟨n, hn⟩, hu⟩
    by_contra hE
    have h := response_bound (s := 0) (not_le.1 hE) hB (fun m => by rw [hu m, abs_zero]) n
    rw [zero_div] at h
    exact hn (abs_nonpos_iff.1 h)
  · intro hE
    have hE' := abs_le.1 hE
    have hk : Real.cos (Real.arccos (E / 2)) = E / 2 :=
      Real.cos_arccos (by linarith [hE'.1]) (by linarith [hE'.2])
    -- a standing wave whose wave number k satisfies 2 cos k = E
    refine ⟨fun n => Real.cos (Real.arccos (E / 2) * n),
      ⟨1, fun n => Real.abs_cos_le_one _⟩, ⟨0, by simp⟩, fun n => ?_⟩
    simp only [chainOp]
    push_cast
    rw [mul_add, mul_sub, mul_one, Real.cos_add, Real.cos_sub]
    linear_combination (-2 * Real.cos (Real.arccos (E / 2) * n)) * hk

/-- For `E ≠ 0`, if an amplitude is bounded by `B` and its source vanishes on all sites closer than
`R` to site `n`, then its magnitude at `n` is at most `(2/|E|)^R * B`. -/
theorem nearsighted_bound {E B : ℝ} (hE : E ≠ 0) {u : ℤ → ℝ} (hB : ∀ n, |u n| ≤ B)
    (R : ℕ) (n : ℤ) (h : ∀ m : ℤ, (m - n).natAbs < R → chainOp E u m = 0) :
    |u n| ≤ (2 / |E|) ^ R * B := by
  induction R generalizing n with
  | zero => simpa using hB n
  | succ R ih =>
    -- both neighbours are at least R sites away from the source
    have h0 := h n (by omega)
    have h1 := abs_le.1 (ih (n + 1) (fun m hm => h m (by omega)))
    have h2 := abs_le.1 (ih (n - 1) (fun m hm => h m (by omega)))
    unfold chainOp at h0
    rw [show (2 / |E|) ^ (R + 1) * B = 2 * ((2 / |E|) ^ R * B) / |E| by ring,
      le_div_iff₀ (abs_pos.2 hE), ← abs_mul, abs_le]
    constructor <;> linarith [h1.1, h1.2, h2.1, h2.2]

end

end NearsightedChain
```

```lean
#print axioms NearsightedChain.bounded_green_iff
#print axioms NearsightedChain.unbounded_solutions
#print axioms NearsightedChain.bounded_mode_iff_in_band
#print axioms NearsightedChain.nearsighted_bound
```

```
'NearsightedChain.bounded_green_iff' depends on axioms: [propext, Classical.choice, Quot.sound]
'NearsightedChain.unbounded_solutions' depends on axioms: [propext, Classical.choice, Quot.sound]
'NearsightedChain.bounded_mode_iff_in_band' depends on axioms: [propext, Classical.choice, Quot.sound]
'NearsightedChain.nearsighted_bound' depends on axioms: [propext, Classical.choice, Quot.sound]
```

## How the theorems read, and how they are proved

An amplitude is a function `u : ℤ → ℝ`, and `chainOp E u n` is the value of \((E-H)u\) at site \(n\). This fixes the sign convention: the hopping enters \(H\) with a plus sign, and the Green function belongs to \(E-H\), not \(H-E\). In `chainGreen q n`, the exponent `n.natAbs` is \(|n|\) as a natural number.

The main theorem, `bounded_green_iff`, takes `0 < q`, `q < 1` and an arbitrary function `G`. On the left of its equivalence stand a uniform bound, `∃ B, ∀ n, |G n| ≤ B`, and the chain equation with `if n = 0 then 1 else 0` as the unit source. On the right stands `G = chainGreen q`, equality at every site. The two directions give uniqueness and existence. Neither decay nor square summability is assumed; decay is a consequence.

The supporting theorems follow the derivation:

- `two_lt_energy` gives `nlinarith` the positive product \((1-q)(1/q-1)\).
- `response_bound` introduces \(S\) through its two defining properties: it bounds every \(|u(m)|\), and no smaller number does. The step `hstep` is the inequality \(|u(m)|\le(s+2S)/|E|\), and `hlub _ hstep` passes it to \(S\). The bound `B` is needed to make \(S\) finite but does not enter the conclusion.
- `chainGreen_solves` splits into sites left of, at and right of the source. Away from the source it writes \(|n|=k+1\), and `linear_combination` reduces the equation to \((1/q)\,q=1\). At the source it uses \(D\cdot D^{-1}=1\).
- `chainGreen_bounded` supplies the bound \(1/D\).

In `bounded_green_iff` these results meet: the difference of `G` and `chainGreen q` is shown to be bounded and source-free, and `response_bound` with `s` equal to zero finishes the argument.

`unbounded_solutions` adds `c * q ^ m` for an arbitrary real `c`, here with an integer exponent, so that the power grows to the left. `bounded_mode_iff_in_band` states that a nonzero bounded source-free solution exists exactly when `|E| ≤ 2`; its cosine uses \(k=\arccos(E/2)\). `nearsighted_bound` is proved by induction on `R` with `n` left general, since the induction step needs the bound at both neighbours. It is valid for every nonzero `E`, but its factor is smaller than 1 only when `|E| > 2`.

## What carries over to a real calculation, and what does not

The theorems concern exact real arithmetic on an infinite, perfectly periodic chain with one orbital per site and nearest-neighbour hopping. They give no rounding-error analysis and do not treat disorder, longer-range hopping, higher dimensions or interactions. The closed form covers energies above the band; the two estimates also apply below it, where \(E\) is negative. Complex energies are not covered, so the decay rates for the poles of a Fermi-function expansion need a separate argument.

The band appears in the file through bounded solutions of the source-free equation. The file does not construct \(H\) as an operator on a Hilbert space or compute its spectrum. Nor does it address the density matrix itself: passing from the decay of one resolvent to that of a sum over poles requires control of the weights and of every pole's distance from the spectrum.

The formulas for choosing \(q\) and a cutoff, and the estimate of error growth in marching, are ordinary algebra added for use in a code and are not among the theorems in the file.
